# The momentum integral for a superposition of the two lowest levels in a box

For one particle in a box with hard walls at x = 0 and x = L, where L > 0, take the levels as φₙ(x) = √(2/L) sin(nπx/L) and the superposition ψ = aφ₁ + bφ₂ with complex amplitudes a and b. `meanMomentum_boxState` states that the integral of conj ψ · (−iħψ′) over the box equals 16ħ/(3L) times the imaginary part of a · conj b. The sign depends on the choice of phases: replacing φ₂ by −φ₂ would reverse it. The amplitudes need not be normalised; when |a|² + |b|² = 1 the integral is the mean momentum, and otherwise, for ψ not zero, the mean is the integral divided by |a|² + |b|². The attempt writes the integrand in the sine and cosine of πx/L, gives an antiderivative that is a polynomial in the cosine, and takes the difference of its values at the two walls.

The first attempt, which Lean rejects:

```lean
import Mathlib

open Real ComplexConjugate

namespace BoxEhrenfest

noncomputable section

/-- The sine formula for the real wave function of level `n` (`n ≥ 1`) in a box of length `L > 0`.
-/
def level (L : ℝ) (n : ℕ) (x : ℝ) : ℝ := √(2 / L) * Real.sin (n * π * x / L)

/-- The spatial slope of level `n`. -/
def slope (L : ℝ) (n : ℕ) (x : ℝ) : ℝ :=
  √(2 / L) * (n * π / L) * Real.cos (n * π * x / L)

/-- The superposition of the two lowest levels with complex amplitudes `a` and `b`. -/
def boxState (L : ℝ) (a b : ℂ) (x : ℝ) : ℂ := a * (level L 1 x : ℂ) + b * (level L 2 x : ℂ)

/-- The integral of `conj ψ * (-iħ ψ')` over the box, which is the mean momentum when `ψ` is
normalised there. -/
def meanMomentum (ħ L : ℝ) (ψ : ℝ → ℂ) : ℂ :=
  ∫ x in (0 : ℝ)..L, conj (ψ x) * (-Complex.I * ħ * deriv ψ x)

/-- The first derivative of a level is its slope, and the second is `-(nπ/L)²` times the level. -/
theorem hasDerivAt_level (L : ℝ) (n : ℕ) (x : ℝ) :
    HasDerivAt (level L n) (slope L n x) x ∧
      HasDerivAt (slope L n) (-((n * π / L) ^ 2 * level L n x)) x := by
  have h : HasDerivAt (fun y : ℝ => n * π * y / L) (n * π / L) x :=
    (((hasDerivAt_id' x).const_mul ((n : ℝ) * π)).div_const L).congr_deriv (by ring)
  exact ⟨(h.sin.const_mul (√(2 / L))).congr_deriv (by unfold slope; ring),
    (h.cos.const_mul (√(2 / L) * (n * π / L))).congr_deriv (by unfold level; ring)⟩

/-- The slope of a superposition is the superposition of the slopes. -/
theorem hasDerivAt_boxState (L : ℝ) (a b : ℂ) (x : ℝ) :
    HasDerivAt (boxState L a b) (a * (slope L 1 x : ℂ) + b * (slope L 2 x : ℂ)) x :=
  ((hasDerivAt_level L 1 x).1.ofReal_comp.const_mul a).fun_add
    ((hasDerivAt_level L 2 x).1.ofReal_comp.const_mul b)

/-- For any amplitudes `a` and `b` of the two lowest levels, normalised or not, the integral
`meanMomentum` is `16ħ/(3L)` times the imaginary part of `a * conj b`. -/
theorem meanMomentum_boxState {L : ℝ} (hL : 0 < L) (ħ : ℝ) (a b : ℂ) :
    meanMomentum ħ L (boxState L a b)
      = ((16 * ħ / (3 * L) * (a * conj b).im : ℝ) : ℂ) := by
  have hr : ((√(2 / L) : ℝ) : ℂ) * ((√(2 / L) : ℝ) : ℂ) = 2 / L := by
    rw [← Complex.ofReal_mul, Real.mul_self_sqrt (by positivity)]
    simp
  have him : a * conj b - conj a * b = 2 * Complex.I * ((a * conj b).im : ℂ) := by
    apply Complex.ext <;> simp <;> ring
  -- the integrand in terms of the sine and cosine of `πx/L`
  have hI : ∀ x : ℝ, conj (boxState L a b x) * (-Complex.I * ħ * deriv (boxState L a b) x)
      = -Complex.I * ħ * (√(2 / L) : ℝ) * (√(2 / L) : ℝ) * ((π / L : ℝ) : ℂ)
        * (Real.sin (π * x / L) : ℝ) * (conj a + 2 * conj b * (Real.cos (π * x / L) : ℝ))
        * (a * (Real.cos (π * x / L) : ℝ)
          + 2 * b * (2 * ((Real.cos (π * x / L) : ℝ) : ℂ) ^ 2 - 1)) := by
    intro x
    have e1 : ((1 : ℕ) : ℝ) * π * x / L = π * x / L := by simp
    have e2 : ((2 : ℕ) : ℝ) * π * x / L = 2 * (π * x / L) := by push_cast; ring
    rw [(hasDerivAt_boxState L a b x).deriv]
    simp only [boxState, level, slope, map_add, map_mul, Complex.conj_ofReal]
    rw [e1, e2, Real.sin_two_mul, Real.cos_two_mul]
    push_cast
    ring
  unfold meanMomentum
  simp only [hI]
  -- an antiderivative that is a polynomial in the cosine
  have hF : ∀ x : ℝ, HasDerivAt (fun y : ℝ =>
      -Complex.I * ħ * (√(2 / L) : ℝ) * (√(2 / L) : ℝ) *
        ((fun z : ℂ => (2 * conj b * b - conj a * a / 2) * (z * z)
          + (-2 * conj b * b) * (z * z * (z * z)) + (2 * conj a * b) * z
          + (-4 / 3 * conj a * b - 2 / 3 * conj b * a) * (z * z * z))
            ((Real.cos (π * y / L) : ℝ) : ℂ))) _ x := by
    intro x
    have hu : HasDerivAt (fun y : ℝ => π * y / L) (π / L) x :=
      (((hasDerivAt_id' x).const_mul π).div_const L).congr_deriv (by ring)
    have hc := hu.cos.ofReal_comp
    have h2 := hc.fun_mul hc
    refine (((((h2.const_mul _).fun_add ((h2.fun_mul h2).const_mul _)).fun_add
      (hc.const_mul _)).fun_add ((h2.fun_mul hc).const_mul _)).const_mul _).congr_deriv
      (g' := -Complex.I * ħ * (√(2 / L) : ℝ) * (√(2 / L) : ℝ) * ((π / L : ℝ) : ℂ)
        * (Real.sin (π * x / L) : ℝ) * (conj a + 2 * conj b * (Real.cos (π * x / L) : ℝ))
        * (a * (Real.cos (π * x / L) : ℝ)
          + 2 * b * (2 * ((Real.cos (π * x / L) : ℝ) : ℂ) ^ 2 - 1))) ?_
    push_cast
    ring
  rw [intervalIntegral.integral_eq_sub_of_hasDerivAt (fun x _ => hF x)
    (Continuous.intervalIntegrable (by fun_prop) _ _)]
  have cL : Real.cos (π * L / L) = -1 := by
    rw [mul_div_cancel_right₀ _ hL.ne', Real.cos_pi]
  have c0 : Real.cos (π * 0 / L) = 1 := by simp
  simp only [cL, c0]
  push_cast
  linear_combination (4 / 3 * (-Complex.I * ħ) * (a * conj b - conj a * b)) * hr
    + (4 / 3 * (-Complex.I * ħ) * (2 / L)) * him
    - (16 / 3 * ħ / L * ((a * conj b).im : ℂ)) * Complex.I_sq

end

end BoxEhrenfest
```

The error:

```
Main.lean:72:47: error: don't know how to synthesize placeholder for argument `f'`
context:
L : ℝ
hL : 0 < L
ħ : ℝ
a b : ℂ
hr : ↑√(2 / L) * ↑√(2 / L) = 2 / ↑L
him : a * (starRingEnd ℂ) b - (starRingEnd ℂ) a * b = 2 * Complex.I * ↑(a * (starRingEnd ℂ) b).im
hI :
  ∀ (x : ℝ),
    (starRingEnd ℂ) (boxState L a b x) * (-Complex.I * ↑ħ * deriv (boxState L a b) x) =
      -Complex.I * ↑ħ * ↑√(2 / L) * ↑√(2 / L) * ↑(π / L) * ↑(sin (π * x / L)) *
          ((starRingEnd ℂ) a + 2 * (starRingEnd ℂ) b * ↑(cos (π * x / L))) *
        (a * ↑(cos (π * x / L)) + 2 * b * (2 * ↑(cos (π * x / L)) ^ 2 - 1))
x : ℝ
⊢ ℂ
Main.lean:44:58: error: unsolved goals
L : ℝ
hL : 0 < L
ħ : ℝ
a b : ℂ
hr : ↑√(2 / L) * ↑√(2 / L) = 2 / ↑L
him : a * (starRingEnd ℂ) b - (starRingEnd ℂ) a * b = 2 * Complex.I * ↑(a * (starRingEnd ℂ) b).im
hI :
  ∀ (x : ℝ),
    (starRingEnd ℂ) (boxState L a b x) * (-Complex.I * ↑ħ * deriv (boxState L a b) x) =
      -Complex.I * ↑ħ * ↑√(2 / L) * ↑√(2 / L) * ↑(π / L) * ↑(sin (π * x / L)) *
          ((starRingEnd ℂ) a + 2 * (starRingEnd ℂ) b * ↑(cos (π * x / L))) *
        (a * ↑(cos (π * x / L)) + 2 * b * (2 * ↑(cos (π * x / L)) ^ 2 - 1))
⊢ ∫ (x : ℝ) in 0..L,
      -Complex.I * ↑ħ * ↑√(2 / L) * ↑√(2 / L) * ↑(π / L) * ↑(sin (π * x / L)) *
          ((starRingEnd ℂ) a + 2 * (starRingEnd ℂ) b * ↑(cos (π * x / L))) *
        (a * ↑(cos (π * x / L)) + 2 * b * (2 * ↑(cos (π * x / L)) ^ 2 - 1)) =
    ↑(16 * ħ / (3 * L) * (a * (starRingEnd ℂ) b).im)
```

Cause. The first message points at the `_` that stands for the derivative in the statement of `hF`. Lean must know the whole statement of a `have` before it runs the `by` block that proves it, and nothing in the statement fixes this value. The formula was given only inside the proof, as `g'` of `congr_deriv`, which is too late. The second message is a consequence: the proof stopped at `hF`, so the integral identity was left open.

The cure is to write the derivative in the statement of `hF`. The argument `g'` can then go, since the goal now supplies it.

The messages ask for none of the other changes. The new proof of `him` is tidying, as the old one drew no error. Writing the antiderivative out without the inner `fun z`, and giving `hc` an explicit type, put the function and its derivative in plain form for the steps that follow; Lean had not reached those steps, so the messages don't show whether the old forms would have worked.

This version goes through:

```diff
@@ -47,5 +47,9 @@
     simp
   have him : a * conj b - conj a * b = 2 * Complex.I * ((a * conj b).im : ℂ) := by
-    apply Complex.ext <;> simp <;> ring
+    have h := Complex.sub_conj (a * conj b)
+    rw [map_mul, Complex.conj_conj] at h
+    rw [h]
+    push_cast
+    ring
   -- the integrand in terms of the sine and cosine of `πx/L`
   have hI : ∀ x : ℝ, conj (boxState L a b x) * (-Complex.I * ħ * deriv (boxState L a b) x)
@@ -67,19 +71,25 @@
   have hF : ∀ x : ℝ, HasDerivAt (fun y : ℝ =>
       -Complex.I * ħ * (√(2 / L) : ℝ) * (√(2 / L) : ℝ) *
-        ((fun z : ℂ => (2 * conj b * b - conj a * a / 2) * (z * z)
-          + (-2 * conj b * b) * (z * z * (z * z)) + (2 * conj a * b) * z
-          + (-4 / 3 * conj a * b - 2 / 3 * conj b * a) * (z * z * z))
-            ((Real.cos (π * y / L) : ℝ) : ℂ))) _ x := by
+        ((2 * conj b * b - conj a * a / 2)
+            * (((Real.cos (π * y / L) : ℝ) : ℂ) * ((Real.cos (π * y / L) : ℝ) : ℂ))
+          + (-2 * conj b * b)
+            * (((Real.cos (π * y / L) : ℝ) : ℂ) * ((Real.cos (π * y / L) : ℝ) : ℂ)
+              * (((Real.cos (π * y / L) : ℝ) : ℂ) * ((Real.cos (π * y / L) : ℝ) : ℂ)))
+          + (2 * conj a * b) * ((Real.cos (π * y / L) : ℝ) : ℂ)
+          + (-4 / 3 * conj a * b - 2 / 3 * conj b * a)
+            * (((Real.cos (π * y / L) : ℝ) : ℂ) * ((Real.cos (π * y / L) : ℝ) : ℂ)
+              * ((Real.cos (π * y / L) : ℝ) : ℂ))))
+      (-Complex.I * ħ * (√(2 / L) : ℝ) * (√(2 / L) : ℝ) * ((π / L : ℝ) : ℂ)
+        * (Real.sin (π * x / L) : ℝ) * (conj a + 2 * conj b * (Real.cos (π * x / L) : ℝ))
+        * (a * (Real.cos (π * x / L) : ℝ)
+          + 2 * b * (2 * ((Real.cos (π * x / L) : ℝ) : ℂ) ^ 2 - 1))) x := by
     intro x
     have hu : HasDerivAt (fun y : ℝ => π * y / L) (π / L) x :=
       (((hasDerivAt_id' x).const_mul π).div_const L).congr_deriv (by ring)
-    have hc := hu.cos.ofReal_comp
+    have hc : HasDerivAt (fun y : ℝ => ((Real.cos (π * y / L) : ℝ) : ℂ))
+        ((-Real.sin (π * x / L) * (π / L) : ℝ) : ℂ) x := hu.cos.ofReal_comp
     have h2 := hc.fun_mul hc
     refine (((((h2.const_mul _).fun_add ((h2.fun_mul h2).const_mul _)).fun_add
-      (hc.const_mul _)).fun_add ((h2.fun_mul hc).const_mul _)).const_mul _).congr_deriv
-      (g' := -Complex.I * ħ * (√(2 / L) : ℝ) * (√(2 / L) : ℝ) * ((π / L : ℝ) : ℂ)
-        * (Real.sin (π * x / L) : ℝ) * (conj a + 2 * conj b * (Real.cos (π * x / L) : ℝ))
-        * (a * (Real.cos (π * x / L) : ℝ)
-          + 2 * b * (2 * ((Real.cos (π * x / L) : ℝ) : ℂ) ^ 2 - 1))) ?_
+      (hc.const_mul _)).fun_add ((h2.fun_mul hc).const_mul _)).const_mul _).congr_deriv ?_
     push_cast
     ring
```
